# Third central moment of the unfolded spectral function on a ring with site disorder

An electron in plane wave $k$ on a ring of $N$ sites, with band energies $e(k)$ and real site energies $v_x$, has an energy distribution whose third central moment is

$$\mu_3(k)=\frac1N\sum_x (v_x-\bar v)^3+\sum_q |V_q|^2\,\bigl(e(k+q)-e(k)\bigr).$$

Here $\bar v$ is the site average and $V_q=\frac1N\sum_x e^{-2\pi i qx/N}v_x$. The first sum depends only on which site energies occur and how often each does. The second can also depend on their arrangement.

## Checking unfolded weights

A supercell code diagonalises the Hamiltonian $H$, which is the hopping plus the site energies, obtains all $N$ energies $E_n$ with orthonormal states $|n\rangle$, and unfolds them into weights $|\langle k|n\rangle|^2$. With $M_k=\sum_n|\langle k|n\rangle|^2E_n$, its output must satisfy

$$\sum_n|\langle k|n\rangle|^2(E_n-M_k)^3=\mu_3(k).$$

For a non-interacting, one-orbital ring with disorder only in the site energies, this checks the weights against a formula that needs no eigenvectors. The Fourier transform must carry the factor $1/N$ used above.

## Expanding the cube in plane waves

Let $\langle x|k\rangle=e^{2\pi i xk/N}/\sqrt N$. The hopping operator is diagonal in this basis, with entries $e(p)$. The potential has entries

$$\langle p|V|k\rangle=\frac1N\sum_x e^{-2\pi i x(p-k)/N}v_x=V_{p-k}.$$

Since $V_0=\bar v$, the mean energy is $M_k=e(k)+\bar v$. Hence $H-M_k=A+W$, where $A$ is diagonal with entries $e(p)-e(k)$ and $W=V-\bar v$. Without reordering any factors,

$$(A+W)^3=A(A+W)^2+W(A+W)A+WAW+W^3.$$

Row and column $k$ of $A$ vanish, so the first two products contribute nothing to the $(k,k)$ element. The same argument reduces the variance to $(W^2)_{kk}$, the site average of $(v_x-\bar v)^2$, which is blind to arrangement.

In the site basis $W^3$ is diagonal with entries $(v_x-\bar v)^3$, and its expectation in a plane wave is their site average. For the remaining product, set $p=k+q$. The $q=0$ term vanishes, and for $q\ne0$ the entries of $W$ are those of $V$:

$$(WAW)_{kk}=\sum_q V_{-q}\bigl(e(k+q)-e(k)\bigr)V_q.$$

Real site energies give $V_{-q}=V_q^*$, which turns the product into $|V_q|^2$.

Summing over $k$ removes the second term of $\mu_3$, because $\sum_k e(k+q)=\sum_k e(k)$. If $e(k)$ is the lowest of all the band energies, every summand of that second term is nonnegative, so $\mu_3(k)$ is at least the third central moment of the site energies.

## Alternating and clustered atoms on four sites

Take $e=(2,0,-2,0)$ for $k=0,1,2,3$, and look at $k=0$. Both arrangements below have $\bar v=1/2$ and zero third site moment.

- **Alternating, $v=(1,0,1,0)$:** $V_1=V_3=0$ and $V_2=1/2$, so $\mu_3=\frac14(-4)=-1$.
- **Clustered, $v=(1,1,0,0)$:** $V_2=0$ and $|V_1|^2=|V_3|^2=1/8$, so $\mu_3=2\cdot\frac18(-2)=-\frac12$.

## The Lean source

```lean
import Mathlib

open Matrix ZMod

namespace UnfoldedThirdMoment

noncomputable section

variable {N : ℕ} [NeZero N]

/-- The matrix whose column `k` is the normalized plane wave of momentum `k` on the ring. -/
def planeWaves (N : ℕ) [NeZero N] : Matrix (ZMod N) (ZMod N) ℂ :=
  Matrix.of fun x k => stdAddChar (x * k) / ((√(N : ℝ) : ℝ) : ℂ)

/-- An operator on the sites, rewritten in the plane-wave basis. -/
def bloch (M : Matrix (ZMod N) (ZMod N) ℂ) : Matrix (ZMod N) (ZMod N) ℂ :=
  (planeWaves N)ᴴ * M * planeWaves N

/-- The translation-invariant hopping operator with plane-wave energies `e`. -/
def hopping (e : ZMod N → ℝ) : Matrix (ZMod N) (ZMod N) ℂ :=
  planeWaves N * diagonal (fun p => (e p : ℂ)) * (planeWaves N)ᴴ

/-- Hopping with band `e` plus real site energies `v`. -/
def hamiltonian (e v : ZMod N → ℝ) : Matrix (ZMod N) (ZMod N) ℂ :=
  hopping e + diagonal fun x => (v x : ℂ)

/-- The average of a real quantity over the sites of the ring. -/
def siteAverage (w : ZMod N → ℝ) : ℝ := (∑ x, w x) / N

/-- The Fourier coefficient `V_q` of the site energies. -/
def coeff (v : ZMod N → ℝ) (q : ZMod N) : ℂ :=
  (∑ x, stdAddChar (-(x * q)) * (v x : ℂ)) / N

/-- The expectation value of `H` in plane wave `k`. -/
def meanEnergy (H : Matrix (ZMod N) (ZMod N) ℂ) (k : ZMod N) : ℂ := bloch H k k

/-- The central moment of order `p` of `H` in plane wave `k`. -/
def centralMoment (H : Matrix (ZMod N) (ZMod N) ℂ) (k : ZMod N) (p : ℕ) : ℂ :=
  bloch ((H - meanEnergy H k • (1 : Matrix (ZMod N) (ZMod N) ℂ)) ^ p) k k

/-- The sum of `|V_q|² (e(k+q) - e(k))` over all `q`. -/
def orderingTerm (e v : ZMod N → ℝ) (k : ZMod N) : ℝ :=
  ∑ q, ‖coeff v q‖ ^ 2 * (e (k + q) - e k)

/-- Site energies scatter plane wave `k` into `p` with amplitude `V_(p-k)`. -/
theorem bloch_diagonal (v : ZMod N → ℝ) (p k : ZMod N) :
    bloch (diagonal fun x => (v x : ℂ)) p k = coeff v (p - k) := by
  have hs : ((√(N : ℝ) : ℝ) : ℂ) * ((√(N : ℝ) : ℝ) : ℂ) = (N : ℂ) := by
    rw [← Complex.ofReal_mul, Real.mul_self_sqrt (Nat.cast_nonneg N), Complex.ofReal_natCast]
  have hr : star ((√(N : ℝ) : ℝ) : ℂ) = ((√(N : ℝ) : ℝ) : ℂ) := Complex.conj_ofReal _
  rw [bloch, Matrix.mul_apply, coeff, Finset.sum_div]
  refine Finset.sum_congr rfl fun x _ => ?_
  have h1 : star (stdAddChar (x * p) : ℂ) = stdAddChar (-(x * p)) :=
    (AddChar.map_neg_eq_conj _ _).symm
  have h2 : (stdAddChar (-(x * (p - k))) : ℂ)
      = stdAddChar (-(x * p)) * stdAddChar (x * k) := by
    rw [← AddChar.map_add_eq_mul]
    congr 1
    ring
  rw [Matrix.mul_diagonal, conjTranspose_apply, planeWaves, Matrix.of_apply, Matrix.of_apply,
    star_div₀, h1, hr, h2, ← hs]
  ring

/-- The plane waves are orthonormal. -/
theorem planeWaves_orthonormal : (planeWaves N)ᴴ * planeWaves N = 1 := by
  ext p k
  have h := bloch_diagonal (fun _ => (1 : ℝ)) p k
  have hd : bloch (diagonal fun _ : ZMod N => ((1 : ℝ) : ℂ))
      = (planeWaves N)ᴴ * planeWaves N := by simp [bloch]
  have hc : ∑ x : ZMod N, (stdAddChar (-(x * (p - k))) : ℂ) * ((1 : ℝ) : ℂ)
      = ∑ x : ZMod N, stdAddChar (x * (k - p)) := by
    refine Finset.sum_congr rfl fun x _ => ?_
    rw [Complex.ofReal_one, mul_one]
    congr 1
    ring
  have hN : (N : ℂ) ≠ 0 := Nat.cast_ne_zero.mpr (NeZero.ne N)
  rw [hd] at h
  rw [h]
  simp only [coeff]
  rw [hc, AddChar.sum_mulShift (k - p) (isPrimitive_stdAddChar N)]
  by_cases hpk : p = k
  · subst hpk
    simp [hN, ZMod.card]
  · simp [hpk, sub_eq_zero, Ne.symm hpk]

theorem bloch_mul (A B : Matrix (ZMod N) (ZMod N) ℂ) : bloch (A * B) = bloch A * bloch B := by
  have h : planeWaves N * (planeWaves N)ᴴ = 1 := mul_eq_one_comm.mp planeWaves_orthonormal
  calc bloch (A * B) = (planeWaves N)ᴴ * A * 1 * B * planeWaves N := by
        simp only [bloch, Matrix.mul_one, Matrix.mul_assoc]
    _ = bloch A * bloch B := by rw [← h]; simp only [bloch, Matrix.mul_assoc]

/-- If the columns of a unitary `U` are eigenvectors of `H` with real energies `E`, the mean and
central moments are those of the energies weighted by the unfolded weights `|⟨k|n⟩|²`. -/
theorem moments_of_spectral_weights (H U : Matrix (ZMod N) (ZMod N) ℂ) (E : ZMod N → ℝ)
    (hU : U ∈ unitaryGroup (ZMod N) ℂ) (hH : H * U = U * diagonal fun n => (E n : ℂ))
    (k : ZMod N) (p : ℕ) :
    meanEnergy H k = ∑ n, (‖((planeWaves N)ᴴ * U) k n‖ : ℂ) ^ 2 * E n ∧
    centralMoment H k p =
      ∑ n, (‖((planeWaves N)ᴴ * U) k n‖ : ℂ) ^ 2 * (E n - meanEnergy H k) ^ p := by
  have key : ∀ (c : ℂ) (m : ℕ), bloch ((H - c • (1 : Matrix (ZMod N) (ZMod N) ℂ)) ^ m) k k
      = ∑ n, (‖((planeWaves N)ᴴ * U) k n‖ : ℂ) ^ 2 * (E n - c) ^ m := by
    intro c m
    have hU' : U * Uᴴ = 1 := mem_unitaryGroup_iff.mp hU
    have hd : diagonal (fun n => (E n : ℂ) - c) = diagonal (fun n => (E n : ℂ)) - c • 1 := by
      ext i j
      by_cases h : i = j
      · subst h; simp
      · simp [h]
    have hs : SemiconjBy U (diagonal fun n => (E n : ℂ) - c) (H - c • 1) := by
      rw [SemiconjBy, hd, mul_sub, sub_mul, hH]
      simp
    -- powers of the shifted Hamiltonian are diagonal in the same eigenbasis
    have hp := (hs.pow_right m).eq
    rw [diagonal_pow] at hp
    have hM : (H - c • 1) ^ m = U * diagonal ((fun n => (E n : ℂ) - c) ^ m) * Uᴴ := by
      rw [hp, Matrix.mul_assoc, hU', Matrix.mul_one]
    have hb : bloch ((H - c • 1) ^ m) = ((planeWaves N)ᴴ * U)
        * diagonal ((fun n => (E n : ℂ) - c) ^ m) * ((planeWaves N)ᴴ * U)ᴴ := by
      rw [bloch, hM, conjTranspose_mul, conjTranspose_conjTranspose]
      simp only [Matrix.mul_assoc]
    rw [hb, Matrix.mul_apply]
    refine Finset.sum_congr rfl fun n _ => ?_
    rw [Matrix.mul_diagonal, conjTranspose_apply, Pi.pow_apply, mul_right_comm,
      Complex.star_def, Complex.mul_conj, Complex.normSq_eq_norm_sq, Complex.ofReal_pow]
  exact ⟨by simpa [meanEnergy] using key 0 1, key _ p⟩

/-- The third central moment in plane wave `k` is that of the site energies plus the sum of
`|V_q|² (e(k+q) - e(k))`. -/
theorem third_central_moment (e v : ZMod N → ℝ) (k : ZMod N) :
    centralMoment (hamiltonian e v) k 3 =
      ((siteAverage (fun x => (v x - siteAverage v) ^ 3) + orderingTerm e v k : ℝ) : ℂ) := by
  have hO := planeWaves_orthonormal (N := N)
  have h0 : ∀ w : ZMod N → ℝ, coeff w 0 = (siteAverage w : ℂ) := by
    intro w; simp [coeff, siteAverage]
  have hB : bloch (hopping e) = diagonal fun p => (e p : ℂ) := by
    calc bloch (hopping e) = ((planeWaves N)ᴴ * planeWaves N) * diagonal (fun p => (e p : ℂ))
          * ((planeWaves N)ᴴ * planeWaves N) := by simp only [bloch, hopping, Matrix.mul_assoc]
      _ = _ := by rw [hO, Matrix.one_mul, Matrix.mul_one]
  have hadd : bloch (hamiltonian e v)
      = diagonal (fun p => (e p : ℂ)) + bloch (diagonal fun x => (v x : ℂ)) := by
    rw [← hB]; simp only [bloch, hamiltonian, Matrix.mul_add, Matrix.add_mul]
  have hM : bloch (hamiltonian e v) k k = (e k : ℂ) + (siteAverage v : ℂ) := by
    rw [hadd, Matrix.add_apply, diagonal_apply_eq, bloch_diagonal, sub_self, h0]
  have hsub : ∀ (M : Matrix (ZMod N) (ZMod N) ℂ) (c : ℂ),
      bloch (M - c • 1) = bloch M - c • 1 := by
    intro M c
    simp only [bloch, Matrix.mul_sub, Matrix.sub_mul, Matrix.mul_smul, Matrix.smul_mul,
      Matrix.mul_one, hO]
  have hd : ∀ (f : ZMod N → ℝ) (c : ℝ), diagonal (fun x => ((f x - c : ℝ) : ℂ))
      = diagonal (fun x => (f x : ℂ)) - (c : ℂ) • 1 := by
    intro f c
    ext i j
    by_cases h : i = j
    · subst h; simp
    · simp [h]
  -- centred band `A` and centred potential `W` in the plane-wave basis
  obtain ⟨A, hA⟩ : ∃ A, A = diagonal fun p => ((e p - e k : ℝ) : ℂ) := ⟨_, rfl⟩
  obtain ⟨W, hW⟩ : ∃ W, W = bloch (diagonal fun x => ((v x - siteAverage v : ℝ) : ℂ)) :=
    ⟨_, rfl⟩
  have hG : bloch (hamiltonian e v - bloch (hamiltonian e v) k k • 1) = A + W := by
    rw [hsub, hM, hadd, hA, hW, hd e (e k), hd v (siteAverage v), hsub, add_smul]
    abel
  have hcube : W * (W * W)
      = bloch (diagonal fun x => (((v x - siteAverage v) ^ 3 : ℝ) : ℂ)) := by
    rw [hW, ← bloch_mul, ← bloch_mul, diagonal_mul_diagonal, diagonal_mul_diagonal]
    refine congrArg (fun f => bloch (diagonal f)) (funext fun x => ?_)
    push_cast
    ring
  have hneg : ∀ q, coeff v (-q) = star (coeff v q) := by
    intro q
    rw [coeff, coeff, star_div₀, star_sum, star_natCast]
    congr 1
    refine Finset.sum_congr rfl fun x _ => ?_
    rw [star_mul', Complex.star_def, Complex.conj_ofReal, ← AddChar.map_neg_eq_conj, mul_neg]
  have hoff : ∀ q, q ≠ 0 → W k (k + q) * W (k + q) k = (‖coeff v q‖ : ℂ) ^ 2 := by
    intro q hq
    have h1 : k ≠ k + q := by simpa using hq
    rw [hW, hd v (siteAverage v), hsub, Matrix.sub_apply, Matrix.sub_apply, Matrix.smul_apply,
      Matrix.smul_apply, Matrix.one_apply_ne h1, Matrix.one_apply_ne h1.symm, smul_zero,
      sub_zero, sub_zero, bloch_diagonal, bloch_diagonal, show k - (k + q) = -q by ring,
      show k + q - k = q by ring, hneg, mul_comm, Complex.star_def, Complex.mul_conj,
      Complex.normSq_eq_norm_sq, Complex.ofReal_pow]
  -- row and column `k` of `A` vanish
  have h1 : (A * ((A + W) * (A + W))) k k = 0 := by
    rw [hA, Matrix.diagonal_mul]; simp
  have h2 : (W * (A + W) * A) k k = 0 := by
    rw [hA, Matrix.mul_diagonal]; simp
  have h3 : (W * A * W) k k = (orderingTerm e v k : ℂ) := by
    rw [Matrix.mul_apply, ← Equiv.sum_comp (Equiv.addLeft k), orderingTerm, Complex.ofReal_sum]
    refine Finset.sum_congr rfl fun q _ => ?_
    simp only [Equiv.coe_addLeft]
    rw [hA, Matrix.mul_diagonal]
    by_cases hq : q = 0
    · simp [hq]
    · push_cast
      linear_combination ((e (k + q) : ℂ) - e k) * hoff q hq
  have hexp : (A + W) * ((A + W) * (A + W))
      = A * ((A + W) * (A + W)) + W * (A + W) * A + W * A * W + W * (W * W) := by
    noncomm_ring
  rw [centralMoment, meanEnergy, pow_three, bloch_mul, bloch_mul, hG, hexp, Matrix.add_apply,
    Matrix.add_apply, Matrix.add_apply, h1, h2, h3, hcube, bloch_diagonal, sub_self, h0]
  push_cast
  ring

/-- Summed over all plane waves, the third central moments give `N` times that of the site
energies. -/
theorem sum_third_central_moment (e v : ZMod N → ℝ) :
    ∑ k, centralMoment (hamiltonian e v) k 3 =
      ((N * siteAverage (fun x => (v x - siteAverage v) ^ 3) : ℝ) : ℂ) := by
  have h : ∑ k, orderingTerm e v k = 0 := by
    simp only [orderingTerm]
    rw [Finset.sum_comm]
    refine Finset.sum_eq_zero fun q _ => ?_
    have hq : ∑ k, e (k + q) = ∑ k, e k := Equiv.sum_comp (Equiv.addRight q) e
    rw [← Finset.mul_sum, Finset.sum_sub_distrib, hq, sub_self, mul_zero]
  simp only [third_central_moment]
  rw [← Complex.ofReal_sum, Finset.sum_add_distrib, h]
  simp [ZMod.card]

/-- In a plane wave at the band minimum, the third central moment is at least that of the site
energies. -/
theorem third_central_moment_band_minimum (e v : ZMod N → ℝ) (k : ZMod N)
    (hk : ∀ p, e k ≤ e p) :
    siteAverage (fun x => (v x - siteAverage v) ^ 3)
      ≤ (centralMoment (hamiltonian e v) k 3).re := by
  rw [third_central_moment, Complex.ofReal_re]
  have h : 0 ≤ orderingTerm e v k :=
    Finset.sum_nonneg fun q _ => mul_nonneg (sq_nonneg _) (sub_nonneg.mpr (hk _))
  linarith

/-- On four sites with plane-wave energies 2, 0, -2, 0, site energies 1, 0, 1, 0 and 1, 1, 0, 0
give the third central moments -1 and -1/2 at `k = 0`. -/
theorem ordering_changes_third_moment :
    let e : ZMod 4 → ℝ := ![2, 0, -2, 0]
    centralMoment (hamiltonian e ![1, 0, 1, 0]) 0 3 = -1 ∧
      centralMoment (hamiltonian e ![1, 1, 0, 0]) 0 3 = -1 / 2 := by
  intro e
  have sR : ∀ f : ZMod 4 → ℝ, ∑ x, f x = f 0 + f 1 + f 2 + f 3 := fun f => Fin.sum_univ_four f
  have sC : ∀ f : ZMod 4 → ℂ, ∑ x, f x = f 0 + f 1 + f 2 + f 3 := fun f => Fin.sum_univ_four f
  have z0 : (stdAddChar (0 : ZMod 4) : ℂ) = 1 := AddChar.map_zero_eq_one _
  have z2 : (stdAddChar (2 : ZMod 4) : ℂ) = -1 := by
    have h := AddChar.sum_mulShift (2 : ZMod 4) (isPrimitive_stdAddChar 4)
    rw [sC, if_neg (by decide), show (0 * 2 : ZMod 4) = 0 by decide,
      show (1 * 2 : ZMod 4) = 2 by decide, show (2 * 2 : ZMod 4) = 0 by decide,
      show (3 * 2 : ZMod 4) = 2 by decide, z0] at h
    push_cast at h
    linear_combination h / 2
  have z3 : (stdAddChar (3 : ZMod 4) : ℂ) = -stdAddChar (1 : ZMod 4) := by
    rw [show (3 : ZMod 4) = 2 + 1 by decide, AddChar.map_add_eq_mul, z2]
    ring
  have z1 : (stdAddChar (1 : ZMod 4) : ℂ) = Complex.I ∨
      (stdAddChar (1 : ZMod 4) : ℂ) = -Complex.I := by
    apply sq_eq_sq_iff_eq_or_eq_neg.mp
    rw [sq, ← AddChar.map_add_eq_mul, show (1 + 1 : ZMod 4) = 2 by decide, z2, Complex.I_sq]
  -- the ordering term of a general arrangement on this ring
  have ho : ∀ v : ZMod 4 → ℝ, orderingTerm e v 0 =
      -((v 0 - v 2) ^ 2 + (v 1 - v 3) ^ 2 + (v 0 - v 1 + v 2 - v 3) ^ 2) / 4 := by
    intro v
    have c1 : coeff v 1 = (v 0 - stdAddChar (1 : ZMod 4) * v 1 - v 2
        + stdAddChar (1 : ZMod 4) * v 3) / 4 := by
      rw [coeff, sC, show (-(0 * 1) : ZMod 4) = 0 by decide,
        show (-(1 * 1) : ZMod 4) = 3 by decide, show (-(2 * 1) : ZMod 4) = 2 by decide,
        show (-(3 * 1) : ZMod 4) = 1 by decide, z0, z2, z3]
      push_cast
      ring
    have c2 : coeff v 2 = (v 0 - v 1 + v 2 - v 3) / 4 := by
      rw [coeff, sC, show (-(0 * 2) : ZMod 4) = 0 by decide,
        show (-(1 * 2) : ZMod 4) = 2 by decide, show (-(2 * 2) : ZMod 4) = 0 by decide,
        show (-(3 * 2) : ZMod 4) = 2 by decide, z0, z2]
      push_cast
      ring
    have c3 : coeff v 3 = (v 0 + stdAddChar (1 : ZMod 4) * v 1 - v 2
        - stdAddChar (1 : ZMod 4) * v 3) / 4 := by
      rw [coeff, sC, show (-(0 * 3) : ZMod 4) = 0 by decide,
        show (-(1 * 3) : ZMod 4) = 1 by decide, show (-(2 * 3) : ZMod 4) = 2 by decide,
        show (-(3 * 3) : ZMod 4) = 3 by decide, z0, z2, z3]
      push_cast
      ring
    have n4 : Complex.normSq 4 = 16 := by
      rw [show (4 : ℂ) = ((4 : ℝ) : ℂ) by norm_num, Complex.normSq_ofReal]; norm_num
    rw [orderingTerm, sR]
    simp only [zero_add]
    rw [c1, c2, c3, show e 0 = 2 from rfl, show e 1 = 0 from rfl, show e 2 = -2 from rfl,
      show e 3 = 0 from rfl]
    simp only [← Complex.normSq_eq_norm_sq, Complex.normSq_div, n4]
    rcases z1 with h | h <;> rw [h] <;> simp [Complex.normSq_apply] <;> ring
  constructor
  · obtain ⟨v, hv⟩ : ∃ v : ZMod 4 → ℝ, v = ![1, 0, 1, 0] := ⟨_, rfl⟩
    have a0 : v 0 = 1 := by rw [hv]; rfl
    have a1 : v 1 = 0 := by rw [hv]; rfl
    have a2 : v 2 = 1 := by rw [hv]; rfl
    have a3 : v 3 = 0 := by rw [hv]; rfl
    rw [← hv, third_central_moment, ho]
    simp only [siteAverage, sR, a0, a1, a2, a3]
    norm_num
  · obtain ⟨v, hv⟩ : ∃ v : ZMod 4 → ℝ, v = ![1, 1, 0, 0] := ⟨_, rfl⟩
    have a0 : v 0 = 1 := by rw [hv]; rfl
    have a1 : v 1 = 1 := by rw [hv]; rfl
    have a2 : v 2 = 0 := by rw [hv]; rfl
    have a3 : v 3 = 0 := by rw [hv]; rfl
    rw [← hv, third_central_moment, ho]
    simp only [siteAverage, sR, a0, a1, a2, a3]
    norm_num

end

end UnfoldedThirdMoment
```

```lean
#print axioms UnfoldedThirdMoment.moments_of_spectral_weights
-- 'UnfoldedThirdMoment.moments_of_spectral_weights' depends on axioms: [propext, Classical.choice, Quot.sound]
#print axioms UnfoldedThirdMoment.sum_third_central_moment
-- 'UnfoldedThirdMoment.sum_third_central_moment' depends on axioms: [propext, Classical.choice, Quot.sound]
#print axioms UnfoldedThirdMoment.third_central_moment_band_minimum
-- 'UnfoldedThirdMoment.third_central_moment_band_minimum' depends on axioms: [propext, Classical.choice, Quot.sound]
#print axioms UnfoldedThirdMoment.ordering_changes_third_moment
-- 'UnfoldedThirdMoment.ordering_changes_third_moment' depends on axioms: [propext, Classical.choice, Quot.sound]
```

## What the theorems say about a supercell calculation

Sites and momenta are both elements of `ZMod N`, with $N\ge1$, so $k+q$ wraps around the zone. `stdAddChar` is the phase $j\mapsto e^{2\pi i j/N}$, `coeff v q` is $V_q$, and `bloch` rewrites a site operator in the plane-wave basis. `centralMoment` is defined as an expectation value of a matrix power, centred on the expectation of `H` itself.

`third_central_moment` states the identity for every real `e` and `v`. `moments_of_spectral_weights` connects such moments, at every order, to unfolded weights. It takes a unitary eigenbasis with real energies as input, and any choice within a degenerate level will do. The two summed and band-minimum statements are separate theorems, as is the four-site example.

In the proof, `bloch_diagonal` computes the potential's entries. Applied to a constant potential, it also yields orthonormality through the character sum. `bloch_mul` lets products be taken in either basis. Inside the main theorem, `hG` gives $A+W$, `hexp` expands the cube, `h1` and `h2` remove the vanishing products, and `h3` and `hcube` evaluate the other two. For the spectral weights, `SemiconjBy` carries the eigenvector equation to powers of the shifted Hamiltonian. The four-site proof accepts either sign for the phase $\pm i$, since only $|V_q|^2$ enters.

Whether this Hamiltonian describes a real alloy is left to the user. Among other things, it assumes that exchanging atoms changes the site energies but leaves every hopping amplitude alone. The theorems also concern exact matrices, so they give no bound on rounding error in a computed spectrum.
